# Closed-shell derivatives of a differentiable, spin-symmetric semilocal functional: F_n = f_a and F_s = (2 f_saa + f_sab)/4

Take the energy density f = a² + b², where a and b are the α and β spin densities. In a closed shell with total density n, both equal n/2, so the energy density is F(n) = n²/2 and F′(n) = n. The spin derivative is f_a = 2a, which at a = n/2 is also n. Raising n moves each spin density at half the rate, and the two equal halves add up to one full spin derivative.

Gradients work the same way with quarters. Let saa, sab and sbb be the dot products ∇a·∇a, ∇a·∇b and ∇b·∇b. In a closed shell each spin carries half of ∇n, so all three equal s/4 with s = ∇n·∇n. For a differentiable, spin-symmetric f(a, b, saa, sab, sbb), the closed-shell function

F(n, s) = f(n/2, n/2, s/4, s/4, s/4)

then has the derivatives in the title, with those of f taken at the closed-shell point. On a fixed finite grid, this implies that restricted and unrestricted codes using such an f should build the same exchange-correlation matrix at a closed-shell density.

## Spin variables and the closed-shell point

```lean
import Mathlib

open Matrix

namespace ClosedShellFunctionalDerivatives

noncomputable section
```

The five variables form a nested product of real numbers, in the order (a, b, saa, sab, sbb).

```lean
/-- The variables (a, b, saa, sab, sbb) of a spin-polarised semilocal functional:
two spin densities and three contracted gradients. -/
abbrev SpinVars := ℝ × ℝ × ℝ × ℝ × ℝ
```

Spin symmetry exchanges a with b and saa with sbb, and leaves sab alone. It is required for all real arguments, and it reflects that the non-relativistic kinetic energy and the Coulomb repulsion of the electrons do not distinguish the two spin labels.

```lean
/-- The energy density is unchanged when the two spin labels are exchanged. -/
def SpinSymmetric (f : SpinVars → ℝ) : Prop :=
  ∀ a b saa sab sbb : ℝ, f (a, b, saa, sab, sbb) = f (b, a, sbb, sab, saa)
```

The partial derivatives f_a, f_b, f_saa, f_sab and f_sbb are the total (Fréchet) derivative applied to the five unit vectors. In Lean they are `dA`, `dB`, `dAA`, `dAB` and `dBB`.

```lean
/-- Partial derivative with respect to the α density. -/
def dA (f : SpinVars → ℝ) (p : SpinVars) : ℝ := fderiv ℝ f p (1, 0, 0, 0, 0)

/-- Partial derivative with respect to the β density. -/
def dB (f : SpinVars → ℝ) (p : SpinVars) : ℝ := fderiv ℝ f p (0, 1, 0, 0, 0)

/-- Partial derivative with respect to the αα contracted gradient. -/
def dAA (f : SpinVars → ℝ) (p : SpinVars) : ℝ := fderiv ℝ f p (0, 0, 1, 0, 0)

/-- Partial derivative with respect to the αβ contracted gradient. -/
def dAB (f : SpinVars → ℝ) (p : SpinVars) : ℝ := fderiv ℝ f p (0, 0, 0, 1, 0)

/-- Partial derivative with respect to the ββ contracted gradient. -/
def dBB (f : SpinVars → ℝ) (p : SpinVars) : ℝ := fderiv ℝ f p (0, 0, 0, 0, 1)
```

The point (n/2, n/2, s/4, s/4, s/4) is `closedShell n s`, and F is `restricted f`.

```lean
/-- The spin variables of a closed shell with total density n and squared total gradient s. -/
def closedShell (n s : ℝ) : SpinVars := (n / 2, n / 2, s / 4, s / 4, s / 4)

/-- The closed-shell function F(n, s) obtained from the spin-polarised functional f. -/
def restricted (f : SpinVars → ℝ) (n s : ℝ) : ℝ := f (closedShell n s)
```

Differentiability is assumed only at the closed-shell points used, so f may be singular at zero density elsewhere. It does mean differentiability in all five variables. Real densities satisfy sab² ≤ saa·sbb, and a closed shell lies on the edge of that region, so the assumption also involves values of f outside it. Differentiability can also fail within the region: f = √saa + √sbb is not differentiable at a closed-shell point with s = 0.

## (a) The chain rule in five variables

**Task.** The five variables move along differentiable curves a, b, x, y, z of a parameter t, passing through the point p. Find the derivative of f along the motion.

**Solution.** The velocity is (a′, b′, x′, y′, z′), which is a′ times the first unit vector plus b′ times the second, and so on. The total derivative is linear, so

df/dt = a′ f_a + b′ f_b + x′ f_saa + y′ f_sab + z′ f_sbb,

with the partial derivatives taken at p.

In Lean, `HasDerivAt g c t` says that g is differentiable at t with derivative c. The proof composes f with the curve, splits the velocity in the equation `e`, and applies linearity through `map_add` and `map_smul`.

```lean
/-- Chain rule for a functional whose five spin variables move along a curve. -/
theorem hasDerivAt_along {f : SpinVars → ℝ} {p : SpinVars} {a b x y z : ℝ → ℝ}
    {a' b' x' y' z' t : ℝ} (hf : DifferentiableAt ℝ f p)
    (ha : HasDerivAt a a' t) (hb : HasDerivAt b b' t) (hx : HasDerivAt x x' t)
    (hy : HasDerivAt y y' t) (hz : HasDerivAt z z' t)
    (hp : (a t, b t, x t, y t, z t) = p) :
    HasDerivAt (fun r => f (a r, b r, x r, y r, z r))
      (a' * dA f p + b' * dB f p + x' * dAA f p + y' * dAB f p + z' * dBB f p) t := by
  subst hp
  have h := hf.hasFDerivAt.comp_hasDerivAt t
    (ha.prodMk (hb.prodMk (hx.prodMk (hy.prodMk hz))))
  -- resolve the velocity into the five coordinate directions
  have e : ((a', b', x', y', z') : SpinVars) =
      a' • ((1, 0, 0, 0, 0) : SpinVars) + b' • ((0, 1, 0, 0, 0) : SpinVars)
        + x' • ((0, 0, 1, 0, 0) : SpinVars) + y' • ((0, 0, 0, 1, 0) : SpinVars)
        + z' • ((0, 0, 0, 0, 1) : SpinVars) := by
    simp only [Prod.smul_mk, Prod.mk_add_mk, smul_eq_mul, mul_one, mul_zero, add_zero, zero_add]
  refine HasDerivAt.congr_deriv h ?_
  rw [e]
  simp only [map_add, map_smul, smul_eq_mul, dA, dB, dAA, dAB, dBB]
```

## (b) The closed-shell function without spin symmetry

**Task.** Let n and s follow curves N(t) and S(t). Differentiate F(N(t), S(t)) without assuming that f is spin-symmetric.

**Solution.** Both densities move at the rate N′/2 and all three contractions at the rate S′/4. Part (a) gives

dF/dt = (f_a + f_b)/2 · N′ + (f_saa + f_sab + f_sbb)/4 · S′.

The Lean proof feeds these five rates into (a), and `ring` collects the terms.

```lean
/-- Chain rule for the closed-shell function, without spin symmetry: the spin derivatives
enter through (f_a + f_b)/2 and (f_saa + f_sab + f_sbb)/4. -/
theorem restricted_hasDerivAt_along {f : SpinVars → ℝ} {n s : ℝ} {N S : ℝ → ℝ}
    {N' S' t : ℝ} (hf : DifferentiableAt ℝ f (closedShell n s))
    (hN : HasDerivAt N N' t) (hS : HasDerivAt S S' t) (hn : N t = n) (hs : S t = s) :
    HasDerivAt (fun r => restricted f (N r) (S r))
      ((dA f (closedShell n s) + dB f (closedShell n s)) / 2 * N'
        + (dAA f (closedShell n s) + dAB f (closedShell n s)
          + dBB f (closedShell n s)) / 4 * S') t := by
  have h := hasDerivAt_along hf (hN.div_const 2) (hN.div_const 2) (hS.div_const 4)
    (hS.div_const 4) (hS.div_const 4) (by simp only [closedShell, hn, hs])
  exact HasDerivAt.congr_deriv h (by ring)
```

## (c) Equal spin derivatives at a closed-shell point

**Task.** Show that spin symmetry gives f_a = f_b and f_saa = f_sbb at a closed-shell point.

**Solution.** Vary one density and hold everything else at its closed-shell value. Exchanging the spins gives, for every t,

f(t, n/2, s/4, s/4, s/4) = f(n/2, t, s/4, s/4, s/4).

The derivative at t = n/2 is f_a on the left and f_b on the right. In the same way,

f(n/2, n/2, t, s/4, s/4) = f(n/2, n/2, s/4, s/4, t),

and the derivative at t = s/4 gives f_saa = f_sbb.

In the proof, `h1` and `h2` are the derivatives of the two sides, `e` is the equality of the two functions, and `h1.unique h2` uses the uniqueness of the derivative.

```lean
/-- For a spin-symmetric functional the α and β derivatives agree at a closed-shell point. -/
theorem spin_derivatives_eq {f : SpinVars → ℝ} (hsym : SpinSymmetric f) {n s : ℝ}
    (hf : DifferentiableAt ℝ f (closedShell n s)) :
    dA f (closedShell n s) = dB f (closedShell n s) ∧
      dAA f (closedShell n s) = dBB f (closedShell n s) := by
  have cn := hasDerivAt_const (n / 2) (n / 2)
  have cs := hasDerivAt_const (n / 2) (s / 4)
  have kn := hasDerivAt_const (s / 4) (n / 2)
  have ks := hasDerivAt_const (s / 4) (s / 4)
  constructor
  · -- varying the α density alone gives the same slice as varying the β density alone
    have h1 : HasDerivAt (fun t => f (t, n / 2, s / 4, s / 4, s / 4)) _ (n / 2) :=
      hasDerivAt_along hf (hasDerivAt_id' (n / 2)) cn cs cs cs rfl
    have h2 : HasDerivAt (fun t => f (n / 2, t, s / 4, s / 4, s / 4)) _ (n / 2) :=
      hasDerivAt_along hf cn (hasDerivAt_id' (n / 2)) cs cs cs rfl
    have e : (fun t => f (t, n / 2, s / 4, s / 4, s / 4)) =
        fun t => f (n / 2, t, s / 4, s / 4, s / 4) := funext fun t => hsym _ _ _ _ _
    rw [e] at h1
    have h := h1.unique h2
    linarith
  · have h1 : HasDerivAt (fun t => f (n / 2, n / 2, t, s / 4, s / 4)) _ (s / 4) :=
      hasDerivAt_along hf kn kn (hasDerivAt_id' (s / 4)) ks ks rfl
    have h2 : HasDerivAt (fun t => f (n / 2, n / 2, s / 4, s / 4, t)) _ (s / 4) :=
      hasDerivAt_along hf kn kn ks ks (hasDerivAt_id' (s / 4)) rfl
    have e : (fun t => f (n / 2, n / 2, t, s / 4, s / 4)) =
        fun t => f (n / 2, n / 2, s / 4, s / 4, t) := funext fun t => hsym _ _ _ _ _
    rw [e] at h1
    have h := h1.unique h2
    linarith
```

## (d) The conversion formulas

**Task.** Find F_n and F_s for a spin-symmetric f.

**Solution.** In (b), let N run with unit speed and hold S fixed, then the reverse. With (c),

F_n = (f_a + f_b)/2 = f_a,

F_s = (f_saa + f_sab + f_sbb)/4 = (2 f_saa + f_sab)/4.

The two halves of the Lean statement are these two partial derivatives, and the rewrites by `h1` and `h2` insert the equalities from (c).

```lean
/-- For a spin-symmetric functional differentiable at the closed-shell point: F_n = f_a and F_s = (2
f_saa + f_sab)/4. -/
theorem restricted_derivatives {f : SpinVars → ℝ} (hsym : SpinSymmetric f) {n s : ℝ}
    (hf : DifferentiableAt ℝ f (closedShell n s)) :
    HasDerivAt (fun m => restricted f m s) (dA f (closedShell n s)) n ∧
      HasDerivAt (fun r => restricted f n r)
        ((2 * dAA f (closedShell n s) + dAB f (closedShell n s)) / 4) s := by
  obtain ⟨h1, h2⟩ := spin_derivatives_eq hsym hf
  constructor
  · have h := restricted_hasDerivAt_along hf (hasDerivAt_id' n) (hasDerivAt_const n s) rfl rfl
    exact HasDerivAt.congr_deriv h (by rw [← h1]; ring)
  · have h := restricted_hasDerivAt_along hf (hasDerivAt_const s n) (hasDerivAt_id' s) rfl rfl
    exact HasDerivAt.congr_deriv h (by rw [← h2]; ring)
```

Spin symmetry cannot simply be dropped. For f = a the closed-shell function is F = n/2, so F_n = 1/2, while f_a = 1. The general formula from (b) still holds, since (1 + 0)/2 = 1/2.

The same argument covers a kinetic-energy density τ with spin parts τa and τb. If f is differentiable in all its variables and unchanged when τa and τb are exchanged together with the other spin variables, and each part equals τ/2 in the closed shell, then F_τ = (f_τa + f_τb)/2 = f_τa.

## (e) A functional that meets the hypotheses

**Task.** Check that f = a² + b² + saa·sbb + sab is spin-symmetric and differentiable, and test the formulas on it.

**Solution.** Exchanging the spins only reorders the terms, and a polynomial is differentiable everywhere. Its closed-shell function is

F = n²/2 + s²/16 + s/4.

Hence F_n = n, which is 2a at a = n/2, and F_s = s/8 + 1/4. On the other side f_saa = sbb = s/4 and f_sab = 1, so (2 f_saa + f_sab)/4 = s/8 + 1/4 as well.

The Lean theorem covers the symmetry and the differentiability.

```lean
/-- The functional a² + b² + saa·sbb + sab. -/
def sampleFunctional (p : SpinVars) : ℝ :=
  p.1 ^ 2 + p.2.1 ^ 2 + p.2.2.1 * p.2.2.2.2 + p.2.2.2.1

/-- The sample functional is spin-symmetric and differentiable everywhere. -/
theorem restricted_derivatives_witness :
    SpinSymmetric sampleFunctional ∧ Differentiable ℝ sampleFunctional := by
  constructor
  · intro a b saa sab sbb
    simp only [sampleFunctional]
    ring
  · unfold sampleFunctional
    fun_prop
```

## (f) First variation of a gradient contraction

A grid energy is a weighted sum over finitely many points i, with weight w_i. The unrestricted version takes two spin densities and two gradients at each point, the restricted version the total density and its gradient. Densities and gradients are independent inputs: nothing forces the vector at a point to be the gradient of a density.

```lean
/-- Unrestricted energy on a grid with weights w, spin densities ρa, ρb and gradients ga, gb. -/
def gridEnergy {G : Type*} [Fintype G] (f : SpinVars → ℝ) (w ρa ρb : G → ℝ)
    (ga gb : G → Fin 3 → ℝ) : ℝ :=
  ∑ i, w i * f (ρa i, ρb i, ga i ⬝ᵥ ga i, ga i ⬝ᵥ gb i, gb i ⬝ᵥ gb i)

/-- Restricted energy on a grid with weights w, total density n and total gradient g. -/
def restrictedGridEnergy {G : Type*} [Fintype G] (f : SpinVars → ℝ) (w n : G → ℝ)
    (g : G → Fin 3 → ℝ) : ℝ :=
  ∑ i, w i * restricted f (n i) (g i ⬝ᵥ g i)
```

**Task.** For three-component vectors u, v, u′ and v′ (the primes are only labels here), differentiate (u + t v)·(u′ + t v′) at t = 0.

**Solution.** Expand the product:

(u + t v)·(u′ + t v′) = u·u′ + t (u·v′ + v·u′) + t² v·v′.

The derivative at t = 0 is the coefficient of t, namely u·v′ + v·u′. The Lean proof does the same expansion in `e` and differentiates the polynomial.

```lean
/-- First variation of the contraction of two gradients under linear perturbations. -/
theorem hasDerivAt_contraction (u v u' v' : Fin 3 → ℝ) :
    HasDerivAt (fun t : ℝ => (u + t • v) ⬝ᵥ (u' + t • v')) (u ⬝ᵥ v' + v ⬝ᵥ u') 0 := by
  have e : (fun t : ℝ => (u + t • v) ⬝ᵥ (u' + t • v')) =
      fun t => u ⬝ᵥ u' + t * (u ⬝ᵥ v' + v ⬝ᵥ u') + t ^ 2 * (v ⬝ᵥ v') := by
    funext t
    simp only [add_dotProduct, dotProduct_add, smul_dotProduct, dotProduct_smul, smul_eq_mul]
    ring
  rw [e]
  have h := ((hasDerivAt_const (0 : ℝ) (u ⬝ᵥ u')).fun_add
    ((hasDerivAt_id' (0 : ℝ)).mul_const (u ⬝ᵥ v' + v ⬝ᵥ u'))).fun_add
    (((hasDerivAt_id' (0 : ℝ)).fun_pow 2).mul_const (v ⬝ᵥ v'))
  exact HasDerivAt.congr_deriv h (by simp)
```

## (g) The same first variation from both grid energies

**Task.** Start from a closed-shell density with total density n_i and gradient g_i. In the unrestricted energy, add t χ_i to the α density and t γ_i to the α gradient only. In the restricted energy, add the same amounts to the total density and gradient. Compare the derivatives at t = 0.

**Solution.** In the unrestricted case the β variables stay fixed. At point i the rates are χ_i for a, g_i·γ_i for saa and (g_i·γ_i)/2 for sab, and zero for b and sbb. By (a), the point contributes

w_i [ f_a χ_i + (2 f_saa + f_sab)/2 · g_i·γ_i ].

In the restricted case n changes at the rate χ_i and s at the rate 2 g_i·γ_i. By (b) and (c), the contribution is

w_i [ f_a χ_i + (2 f_saa + f_sab)/4 · 2 g_i·γ_i ],

which is the same. Summing over i gives the common value `V`.

If χ is the product of two real basis functions, γ its gradient and the w_i are quadrature weights, `V` is the grid approximation to the matrix element of the semilocal potential between them. The weights are held fixed, so their response to moving nuclei is not included.

Lean differentiates the sums term by term with `HasDerivAt.fun_sum`. The first half then uses (a) and (f). The second uses (b), (c) and (f), and is the only half that needs spin symmetry.

```lean
/-- For a spin-symmetric functional differentiable at the closed-shell points of the grid,
perturbing only the α density and gradient in the unrestricted energy and perturbing the total
density and gradient in the restricted one give the same first variation. -/
theorem grid_variations_agree {G : Type*} [Fintype G] {f : SpinVars → ℝ}
    (hsym : SpinSymmetric f) (w n χ : G → ℝ) (g γ : G → Fin 3 → ℝ)
    (hf : ∀ i, DifferentiableAt ℝ f (closedShell (n i) (g i ⬝ᵥ g i))) :
    let V := ∑ i, w i * (dA f (closedShell (n i) (g i ⬝ᵥ g i)) * χ i
      + (2 * dAA f (closedShell (n i) (g i ⬝ᵥ g i))
        + dAB f (closedShell (n i) (g i ⬝ᵥ g i))) / 2 * (g i ⬝ᵥ γ i))
    HasDerivAt (fun t : ℝ => gridEnergy f w (fun i => n i / 2 + t * χ i) (fun i => n i / 2)
        (fun i => (1 / 2 : ℝ) • g i + t • γ i) (fun i => (1 / 2 : ℝ) • g i)) V 0 ∧
      HasDerivAt (fun t : ℝ => restrictedGridEnergy f w (fun i => n i + t * χ i)
        (fun i => g i + t • γ i)) V 0 := by
  intro V
  have lin : ∀ c d : ℝ, HasDerivAt (fun t : ℝ => c + t * d) d 0 := fun c d =>
    HasDerivAt.congr_deriv ((hasDerivAt_const (0 : ℝ) c).fun_add
      ((hasDerivAt_id' (0 : ℝ)).mul_const d)) (by simp)
  constructor
  · unfold gridEnergy
    refine HasDerivAt.fun_sum fun i _ => ?_
    refine HasDerivAt.const_mul (w i) ?_
    -- each spin carries half the gradient, hence a quarter of its square
    have q : ((1 / 2 : ℝ) • g i) ⬝ᵥ ((1 / 2 : ℝ) • g i) = g i ⬝ᵥ g i / 4 := by
      simp only [smul_dotProduct, dotProduct_smul, smul_eq_mul]
      ring
    have hY : HasDerivAt (fun t : ℝ => ((1 / 2 : ℝ) • g i + t • γ i) ⬝ᵥ ((1 / 2 : ℝ) • g i))
        (γ i ⬝ᵥ ((1 / 2 : ℝ) • g i)) 0 := by
      simpa only [smul_zero, add_zero, dotProduct_zero, zero_add] using
        hasDerivAt_contraction ((1 / 2 : ℝ) • g i) (γ i) ((1 / 2 : ℝ) • g i) 0
    have h := hasDerivAt_along (hf i) (lin (n i / 2) (χ i)) (hasDerivAt_const 0 (n i / 2))
      (hasDerivAt_contraction ((1 / 2 : ℝ) • g i) (γ i) ((1 / 2 : ℝ) • g i) (γ i)) hY
      (hasDerivAt_const 0 (((1 / 2 : ℝ) • g i) ⬝ᵥ ((1 / 2 : ℝ) • g i)))
      (by simp only [closedShell, zero_mul, zero_smul, add_zero, q])
    refine HasDerivAt.congr_deriv h ?_
    simp only [smul_dotProduct, dotProduct_smul, smul_eq_mul, dotProduct_comm (γ i) (g i)]
    ring
  · unfold restrictedGridEnergy
    refine HasDerivAt.fun_sum fun i _ => ?_
    refine HasDerivAt.const_mul (w i) ?_
    obtain ⟨h1, h2⟩ := spin_derivatives_eq hsym (hf i)
    have h := restricted_hasDerivAt_along (hf i) (lin (n i) (χ i))
      (hasDerivAt_contraction (g i) (γ i) (g i) (γ i))
      (by simp only [zero_mul, add_zero]) (by simp only [zero_smul, add_zero])
    refine HasDerivAt.congr_deriv h ?_
    rw [← h1, ← h2, dotProduct_comm (γ i) (g i)]
    ring

end

end ClosedShellFunctionalDerivatives
```

```lean
#print axioms ClosedShellFunctionalDerivatives.restricted_derivatives
#print axioms ClosedShellFunctionalDerivatives.grid_variations_agree
```

```
'ClosedShellFunctionalDerivatives.restricted_derivatives' depends on axioms: [propext, Classical.choice, Quot.sound]
'ClosedShellFunctionalDerivatives.grid_variations_agree' depends on axioms: [propext, Classical.choice, Quot.sound]
```
